# Completeness of the three orthonormal Hückel orbitals of a symmetric three-centre bond

In the Hückel model of a symmetric three-centre bond, a one-electron model without explicit electron repulsion, the three molecular orbitals are real, orthonormal vectors of coefficients on the three centres. The theorem `completeness` says that, for centres `i` and `j`, the sum over all three orbitals of the product of their coefficients at `i` and `j` is 1 if `i = j` and 0 otherwise. The attempt puts the orbitals in the rows of a square matrix, so that orthonormality says that this matrix times its transpose is the identity. It then reverses the order of the product with `mul_eq_one_comm` and reads off the entry at `i`, `j`.

Lean 4 with Mathlib refuses this proof:

```lean
import Mathlib

open Matrix

namespace RundlePimentel

noncomputable section

/-- Hückel matrix of a symmetric three-centre bond in units of the resonance integral;
`x` is the Coulomb parameter of the terminal atoms relative to the central one. -/
def hamiltonian (x : ℝ) : Matrix (Fin 3) (Fin 3) ℝ :=
  !![x, 1, 0; 1, 0, 1; 0, 1, x]

/-- Orthonormal molecular orbitals `u k` with eigenvalues `e k`, numbered so that
orbital 2 has the least eigenvalue. -/
structure IsOrbitalSet (x : ℝ) (u : Fin 3 → Fin 3 → ℝ) (e : Fin 3 → ℝ) : Prop where
  ortho : ∀ k l, u k ⬝ᵥ u l = if k = l then 1 else 0
  eigen : ∀ k, hamiltonian x *ᵥ u k = e k • u k
  least : ∀ k, e 2 ≤ e k

variable {x y : ℝ} {u v : Fin 3 → Fin 3 → ℝ} {e f : Fin 3 → ℝ}

/-- Three orthonormal orbitals on three centres are complete. -/
theorem completeness (h : IsOrbitalSet x u e) (i j : Fin 3) :
    ∑ k, u k i * u k j = if i = j then 1 else 0 := by
  have h1 : Matrix.of u * (Matrix.of u)ᵀ = 1 := by
    ext k l
    rw [Matrix.one_apply]
    exact h.ortho k l
  have h2 := congrFun (congrFun (mul_eq_one_comm.mp h1) i) j
  rw [Matrix.one_apply] at h2
  exact h2

end

end RundlePimentel
```

The compiler's answer:

```
Main.lean:30:22: error: Application type mismatch: The argument
  congrFun (mul_eq_one_comm.mp ?m.95) i
has type
  (?m.92 * ?m.91) i = 1 i
but is expected to have type
  ?m.82 = ?m.83
in the application
  congrFun (congrFun (mul_eq_one_comm.mp ?m.95) i)
```

The mended proof, as a diff:

```diff
@@ -28,6 +28,8 @@
     rw [Matrix.one_apply]
     exact h.ortho k l
-  have h2 := congrFun (congrFun (mul_eq_one_comm.mp h1) i) j
-  rw [Matrix.one_apply] at h2
+  have h3 : (Matrix.of u)ᵀ * Matrix.of u = 1 := mul_eq_one_comm.mp h1
+  have h2 : ((Matrix.of u)ᵀ * Matrix.of u) i j = (1 : Matrix (Fin 3) (Fin 3) ℝ) i j := by
+    rw [h3]
+  rw [Matrix.mul_apply, Matrix.one_apply] at h2
   exact h2
 
```

Cause. The error lies in the nested `congrFun`, which is meant to apply a matrix equation first to `i` and then to `j`. The outer `congrFun` needs an equality between functions. When Lean checks its argument, `h1` has not yet been used: it stands as the placeholder `?m.95`, and the factors `?m.92` and `?m.91` are also unknown. Lean therefore does not yet know that these are matrices, whose rows are functions of the column index, and it fails to match `(?m.92 * ?m.91) i = 1 i` with the equality it needs.

The repair first states the reversed product as `h3`, with its matrices written out, so `mul_eq_one_comm.mp h1` has a known type to meet. It then states the equality of entries as `h2` and proves it by rewriting with `h3`, so `congrFun` is no longer needed. The added `Matrix.mul_apply` writes the entry of the product as a sum over `k`, the form of the goal; the messages do not show whether `exact h2` would have failed without it.
